# For finitely many distinct levels with weights not all zero, the zero-temperature band stabilisation is nonzero at some chemical potential

For independent electrons at zero temperature, the band stabilisation at chemical potential μ is the sum of wᵢ max(μ − eᵢ, 0) over finitely many levels eᵢ, which is minus the grand potential. The theorem says that if the levels are distinct and the real weights wᵢ, which may have either sign, are not all zero, then this sum is nonzero for at least one μ. The attempt supposes that it vanishes for every μ and takes its second difference about a level eᵢ, with a positive step h shorter than the distance to any other level. Only the kink at eᵢ then contributes, so the second difference is wᵢh, and each weight must be zero, against the hypothesis.

Lean 4 with Mathlib refuses this proof:

```lean
import Mathlib

open Finset Polynomial

namespace ExistsBandStabNeZero

noncomputable section

variable {ι : Type*} [Fintype ι]

/-- The band stabilisation at chemical potential `μ`: minus the zero-temperature grand potential
of independent electrons on levels `e` with weights `w`. -/
def bandStab (w e : ι → ℝ) (μ : ℝ) : ℝ := ∑ i, w i * max (μ - e i) 0

/-- On distinct levels, weights that are not all zero give a band stabilisation that is nonzero
at some chemical potential. -/
theorem exists_bandStab_ne_zero {w e : ι → ℝ} (he : Function.Injective e) (hw : w ≠ 0) :
    ∃ μ, bandStab w e μ ≠ 0 := by
  by_contra! hD
  refine hw (funext fun i => ?_)
  -- a step `h` shorter than the distance to every other level
  have hev : ∀ᶠ h in nhdsWithin (0 : ℝ) (Set.Ioi 0), ∀ j, j ≠ i → h < |e i - e j| := by
    refine Filter.eventually_all.2 fun j => ?_
    by_cases hj : j = i
    · exact Filter.Eventually.of_forall fun _ h => absurd hj h
    · have hp : 0 < |e i - e j| := abs_pos.2 (sub_ne_zero.2 fun h => hj (he h).symm)
      exact (nhdsWithin_le_nhds (Iio_mem_nhds hp)).mono fun _ h _ => h
  obtain ⟨h, hj, hpos⟩ := (hev.and self_mem_nhdsWithin).exists
  have hpos' : 0 < h := hpos
  -- the second difference at `e i` sees only the kink of level `i`
  have key : bandStab w e (e i + h) + bandStab w e (e i - h) - 2 * bandStab w e (e i)
      = w i * h := by
    simp only [bandStab, Finset.mul_sum]
    rw [← Finset.sum_add_distrib, ← Finset.sum_sub_distrib, Finset.sum_eq_single i]
    · rw [max_eq_left (by linarith), max_eq_right (by linarith), max_eq_left (by linarith)]
      ring
    · intro j _ hji
      rcases lt_abs.1 (hj j hji) with h1 | h1
      · rw [max_eq_left (by linarith), max_eq_left (by linarith), max_eq_left (by linarith)]
        ring
      · rw [max_eq_right (by linarith), max_eq_right (by linarith), max_eq_right (by linarith)]
        ring
    · simp
  rw [hD, hD, hD] at key
  have : w i * h = 0 := by linarith
  exact (mul_eq_zero.1 this).resolve_right hpos'.ne'

end

end ExistsBandStabNeZero
```

Compiling this gives:

```
Main.lean:27:51: error(lean.invalidField): Invalid field `mono`: The environment does not contain `Exists.mono`, so it is not possible to project the field `mono` from an expression
  nhdsWithin_le_nhds (Iio_mem_nhds hp)
of type
  ∃ a ∈ nhds 0, ∃ b ∈ Filter.principal ?m.118, Set.Iio |e i - e j| = a ∩ b
```

This version goes through:

```diff
@@ -25,5 +25,7 @@
     · exact Filter.Eventually.of_forall fun _ h => absurd hj h
     · have hp : 0 < |e i - e j| := abs_pos.2 (sub_ne_zero.2 fun h => hj (he h).symm)
-      exact (nhdsWithin_le_nhds (Iio_mem_nhds hp)).mono fun _ h _ => h
+      have hlt : ∀ᶠ h in nhdsWithin (0 : ℝ) (Set.Ioi 0), h < |e i - e j| :=
+        nhdsWithin_le_nhds (Iio_mem_nhds hp)
+      exact hlt.mono fun _ h _ => h
   obtain ⟨h, hj, hpos⟩ := (hev.and self_mem_nhdsWithin).exists
   have hpos' : 0 < h := hpos
```

Cause. The error lies in the choice of the small step h. The term `nhdsWithin_le_nhds (Iio_mem_nhds hp)` proves that a set, `Set.Iio |e i - e j|`, belongs to a filter. That is by definition the same as saying that `h < |e i - e j|` holds eventually, but the term's type is not written as a `Filter.Eventually`, and Lean resolves `.mono` from the form of the type. Here it unfolded the membership to an existential statement, the one shown in the message, and looked for `Exists.mono`, which does not exist.

The repair first states the same fact as `hlt`, with an explicit `∀ᶠ` type. Lean accepts the old term as its proof, because the two forms agree by definition. `hlt.mono` then means `Filter.Eventually.mono`, and the function that followed `.mono` is kept as it was.
